# Setting an independent linear coupling to zero raises the dimension of a two-state degeneracy set from n − 2 to n − 1

Take two diabatic electronic states whose energy gap and coupling are linearly independent linear functions on an \(n\)-dimensional real space of nuclear displacements. The two energy eigenvalues coincide on a subspace of dimension \(n-2\). If the coupling is replaced by zero, the degeneracy set has dimension \(n-1\).

The second case describes, in this linear two-state model, a ground state from second-order perturbation theory (MP2) next to an excited state from the algebraic diagrammatic construction, ADC(2). The ground state is computed separately, and no matrix element couples it to the excited states.

## Two diabatic states over a space of displacements

Let \(V\) be a real vector space of displacements \(x\), measured from a degenerate reference geometry. Let \(s(x)\) be the mean energy, \(g(x)\) half the diabatic gap and \(h(x)\) the coupling. The Hamiltonian is

\[
M(x)=\begin{pmatrix} s(x)+g(x) & h(x)\\ h(x) & s(x)-g(x)\end{pmatrix}.
\]

In Lean, `g` and `h` have type `V →ₗ[ℝ] ℝ`, so they are exactly linear, as in a first-order expansion about the reference. The mean energy `s` is an arbitrary function. Higher-order terms in the gap and coupling, complex couplings and further states are not included.

```lean
import Mathlib

open Matrix

namespace ConicalIntersectionDimension

variable {V : Type*} [AddCommGroup V] [Module ℝ V]

/-- The two-state Hamiltonian at the nuclear displacement `x`, with mean energy `s`,
half diabatic gap `g` and coupling `h`. -/
def twoState (s : V → ℝ) (g h : V →ₗ[ℝ] ℝ) (x : V) : Matrix (Fin 2) (Fin 2) ℝ :=
  !![s x + g x, h x; h x, s x - g x]
```

Degeneracy means that two linearly independent real state vectors \(u,v\) share one energy \(E\). For this symmetric matrix, that is a repeated eigenvalue.

```lean
/-- A two-level Hamiltonian is degenerate if two linearly independent states have the
same energy. -/
def IsDegenerate (M : Matrix (Fin 2) (Fin 2) ℝ) : Prop :=
  ∃ (E : ℝ) (u v : Fin 2 → ℝ), LinearIndependent ℝ ![u, v] ∧
    M *ᵥ u = E • u ∧ M *ᵥ v = E • v
```

## Energies and degeneracy at a fixed geometry

### (a) The eigenvalue equation in components

**Task.** Write \(Mu=Eu\) for \(u=(u_0,u_1)\) as two scalar equations:

\[
(s+g)u_0+hu_1=Eu_0,\qquad hu_0+(s-g)u_1=Eu_1 .
\]

**Solution.** Multiply each row of \(M\) into \(u\) and compare components. Two vectors are equal exactly when both components agree, so the equivalence holds in both directions. In the code, `*ᵥ` is the matrix-vector product and `•` is multiplication by a scalar.

```lean
/-- The eigenvalue equation of the two-state Hamiltonian, written in components. -/
theorem eigen_components (s : V → ℝ) (g h : V →ₗ[ℝ] ℝ) (x : V) (E : ℝ) (u : Fin 2 → ℝ) :
    twoState s g h x *ᵥ u = E • u ↔
      (s x + g x) * u 0 + h x * u 1 = E * u 0 ∧
      h x * u 0 + (s x - g x) * u 1 = E * u 1 := by
  rw [funext_iff, Fin.forall_fin_two]
  simp [twoState, Matrix.mulVec, dotProduct, Fin.sum_univ_two]
```

### (b) The allowed energies

**Task.** Show that \(E\) belongs to some nonzero state exactly when

\[
(E-s)^2=g^2+h^2 .
\]

**Solution.** Put \(\varepsilon=E-s\). The equations from (a) become

\[
(g-\varepsilon)u_0+hu_1=0,\qquad hu_0-(g+\varepsilon)u_1=0 .
\]

Multiply the first by \(g+\varepsilon\), the second by \(h\), and add. This gives \((g^2+h^2-\varepsilon^2)u_0=0\). Next multiply the first by \(h\) and the second by \(g-\varepsilon\), and subtract: \((g^2+h^2-\varepsilon^2)u_1=0\). Since \(u\neq0\), the bracket vanishes.

Conversely, let \(\varepsilon^2=g^2+h^2\). If \(h\neq0\), the vector \((h,\varepsilon-g)\) solves both equations. Its squared norm is \(2\varepsilon(\varepsilon-g)\), so the normalised state is

\[
\frac{1}{\sqrt{2\varepsilon(\varepsilon-g)}}\,(h,\ \varepsilon-g).
\]

If \(h=0\), then \(\varepsilon=g\) with state \((1,0)\), or \(\varepsilon=-g\) with state \((0,1)\).

The proof makes the same eliminations in `k0` and `k1`, up to an overall sign, and then the same case distinction on `h x = 0`.

```lean
/-- `E` is an energy of the two-state Hamiltonian exactly when its squared distance from
the mean energy is `g² + h²`. -/
theorem energy_iff (s : V → ℝ) (g h : V →ₗ[ℝ] ℝ) (x : V) (E : ℝ) :
    (∃ u : Fin 2 → ℝ, u ≠ 0 ∧ twoState s g h x *ᵥ u = E • u) ↔
      (E - s x) ^ 2 = g x ^ 2 + h x ^ 2 := by
  constructor
  · rintro ⟨u, hu, hEu⟩
    obtain ⟨e1, e2⟩ := (eigen_components s g h x E u).1 hEu
    -- eliminate one component at a time
    have k0 : ((E - s x) ^ 2 - (g x ^ 2 + h x ^ 2)) * u 0 = 0 := by
      linear_combination (-(g x + (E - s x))) * e1 - h x * e2
    have k1 : ((E - s x) ^ 2 - (g x ^ 2 + h x ^ 2)) * u 1 = 0 := by
      linear_combination (-(h x)) * e1 + (g x - (E - s x)) * e2
    by_contra hne
    have hd := sub_ne_zero.2 hne
    exact hu (funext (Fin.forall_fin_two.2
      ⟨(mul_eq_zero.1 k0).resolve_left hd, (mul_eq_zero.1 k1).resolve_left hd⟩))
  · intro hE
    by_cases hx : h x = 0
    · -- without coupling the diabatic states are the eigenstates
      have hp : (E - s x - g x) * (E - s x + g x) = 0 := by
        rw [hx] at hE
        linear_combination hE
      rcases mul_eq_zero.1 hp with h1 | h1
      · refine ⟨![1, 0], fun h0 => by simpa using congrFun h0 0,
          (eigen_components s g h x E _).2 ⟨?_, ?_⟩⟩
        · show (s x + g x) * 1 + h x * 0 = E * 1
          linarith
        · show h x * 1 + (s x - g x) * 0 = E * 0
          linarith
      · refine ⟨![0, 1], fun h0 => by simpa using congrFun h0 1,
          (eigen_components s g h x E _).2 ⟨?_, ?_⟩⟩
        · show (s x + g x) * 0 + h x * 1 = E * 0
          linarith
        · show h x * 0 + (s x - g x) * 1 = E * 1
          linarith
    · refine ⟨![h x, E - s x - g x], fun h0 => hx (congrFun h0 0),
        (eigen_components s g h x E _).2 ⟨?_, ?_⟩⟩
      · show (s x + g x) * h x + h x * (E - s x - g x) = E * h x
        ring
      · show h x * h x + (s x - g x) * (E - s x - g x) = E * (E - s x - g x)
        linear_combination -hE
```

### (c) The condition for degeneracy

**Task.** Show that the two states are degenerate at \(x\) exactly when

\[
g(x)=0\quad\text{and}\quad h(x)=0 .
\]

**Solution.** Let \(u,v\) be independent states with the same energy, and let \(D=u_0v_1-u_1v_0\). If \(D\) were zero, then \(v_1u-u_1v=0\) and \(v_0u-u_0v=0\). Independence would force \(v_1=v_0=0\), hence \(v=0\), a contradiction. So \(D\neq0\).

Take the first component equation for \(v\) times \(u_0\), minus the one for \(u\) times \(v_0\). The terms in \(g-\varepsilon\) cancel, which leaves \(hD=0\). Eliminating \(h\) instead gives

\[
(g-\varepsilon)D=0,\qquad (g+\varepsilon)D=0,
\]

from the first and second component equations respectively. Their sum is \(2gD=0\). Therefore \(g=h=0\).

Conversely, if both vanish, \(M=s\,\mathbb 1\), and \((1,0)\) and \((0,1)\) both have energy \(s\).

In the code, `hd` is \(D\neq0\), while `kg` and `kh` are the two products that vanish.

```lean
/-- The two states are degenerate exactly where the diabatic gap and the coupling
both vanish. -/
theorem isDegenerate_iff (s : V → ℝ) (g h : V →ₗ[ℝ] ℝ) (x : V) :
    IsDegenerate (twoState s g h x) ↔ g x = 0 ∧ h x = 0 := by
  constructor
  · rintro ⟨E, u, v, hli, hu, hv⟩
    have hl := LinearIndependent.pair_iff.1 hli
    obtain ⟨e1, e2⟩ := (eigen_components s g h x E u).1 hu
    obtain ⟨f1, f2⟩ := (eigen_components s g h x E v).1 hv
    -- independent states have a nonzero determinant
    have hd : u 0 * v 1 - u 1 * v 0 ≠ 0 := by
      intro hd
      have h1 := hl (v 1) (-(u 1)) (funext (Fin.forall_fin_two.2
        ⟨by show v 1 * u 0 + -(u 1) * v 0 = 0; linarith,
         by show v 1 * u 1 + -(u 1) * v 1 = 0; ring⟩))
      have h2 := hl (v 0) (-(u 0)) (funext (Fin.forall_fin_two.2
        ⟨by show v 0 * u 0 + -(u 0) * v 0 = 0; ring,
         by show v 0 * u 1 + -(u 0) * v 1 = 0; linarith⟩))
      have h3 := hl 0 1 (funext (Fin.forall_fin_two.2
        ⟨by show 0 * u 0 + 1 * v 0 = 0; linarith [h2.1],
         by show 0 * u 1 + 1 * v 1 = 0; linarith [h1.1]⟩))
      exact one_ne_zero h3.2
    have kg : g x * (u 0 * v 1 - u 1 * v 0) = 0 := by
      linear_combination (v 1 * e1 - u 1 * f1 - u 0 * f2 + v 0 * e2) / 2
    have kh : h x * (u 0 * v 1 - u 1 * v 0) = 0 := by
      linear_combination u 0 * f1 - v 0 * e1
    exact ⟨(mul_eq_zero.1 kg).resolve_right hd, (mul_eq_zero.1 kh).resolve_right hd⟩
  · rintro ⟨hg, hh⟩
    refine ⟨s x, ![1, 0], ![0, 1], LinearIndependent.pair_iff.2 fun a b hab =>
      ⟨by simpa using congrFun hab 0, by simpa using congrFun hab 1⟩, ?_, ?_⟩
    · rw [eigen_components]
      simp [hg, hh]
    · rw [eigen_components]
      simp [hg, hh]
```

## Counting the dimensions of the seam

### (d) Changing the gap alone

**Task.** Let \(g\) and \(h\) be linearly independent. Find a displacement \(a\) with

\[
g(a)=1,\qquad h(a)=0 .
\]

**Solution.** Independence excludes \(h=0\), so some \(w\) has \(h(w)\neq0\). Suppose that no such \(a\) exists. Then \(h(z)=0\) implies \(g(z)=0\), because otherwise \(z/g(z)\) would serve as \(a\). Apply this to \(z=h(w)x-h(x)w\), on which \(h\) vanishes:

\[
h(w)g(x)-g(w)h(x)=0\quad\text{for every }x .
\]

This is a linear relation between \(g\) and \(h\) with the nonzero coefficient \(h(w)\), which contradicts independence. The relation appears as `hrel`.

The hypothesis `LinearIndependent ℝ ![g, h]` says that neither the gap nor the coupling is a constant multiple of the other, so each can be changed while the other stays fixed. In a calculation, one can test it with the gradient vectors \(\mathbf g,\mathbf h\): the determinant \(|\mathbf g|^2|\mathbf h|^2-(\mathbf g\cdot\mathbf h)^2\) must be nonzero.

```lean
/-- If `g` and `h` are linearly independent, some displacement changes `g` by one and
leaves `h` at zero. -/
theorem exists_tuning {g h : V →ₗ[ℝ] ℝ} (hli : LinearIndependent ℝ ![g, h]) :
    ∃ a, g a = 1 ∧ h a = 0 := by
  have hl := LinearIndependent.pair_iff.1 hli
  obtain ⟨w, hw⟩ : ∃ w, h w ≠ 0 := by
    by_contra hn
    have hz : h = 0 := LinearMap.ext fun x => by_contra fun hx => hn ⟨x, hx⟩
    exact one_ne_zero (hl 0 1 (by simp [hz])).2
  by_contra hn
  have key : ∀ z, h z = 0 → g z = 0 := fun z hz => by_contra fun hg =>
    hn ⟨(g z)⁻¹ • z, by simp [hg], by simp [hz]⟩
  -- otherwise `g` would be a multiple of `h`
  have hrel : h w • g + (-(g w)) • h = 0 := LinearMap.ext fun x => by
    have hk := key (h w • x - h x • w) (by
      rw [map_sub, map_smul, map_smul, smul_eq_mul, smul_eq_mul]; ring)
    rw [map_sub, map_smul, map_smul, smul_eq_mul, smul_eq_mul] at hk
    show h w * g x + -(g w) * h x = 0
    linear_combination hk
  exact hw (hl _ _ hrel).1
```

### (e) The seam with independent coupling

**Task.** For finite-dimensional \(V\) and independent \(g,h\), show that

\[
\{x:M(x)\text{ degenerate}\}=\ker g\cap\ker h,\qquad
\dim(\ker g\cap\ker h)+2=\dim V .
\]

**Solution.** The first equation is (c), read as an equality of sets. For the second, take \(a\) from (d), and exchange the roles of \(g\) and \(h\) to get \(b\) with \(g(b)=0\), \(h(b)=1\). The map \(\Phi(x)=(g(x),h(x))\) satisfies \(\Phi(pa+qb)=(p,q)\), so it is onto \(\mathbb R^2\). Its kernel is \(\ker g\cap\ker h\), and rank-nullity gives the dimension. For \(n=2\) the seam is the single point \(x=0\).

In Lean, `g.prod h` is \(\Phi\), `⊓` is the intersection of subspaces and `Module.finrank` is the dimension.

A seam optimisation can use this count directly: at a degenerate point it projects the gradient of the mean energy onto the orthogonal complement of the span of \(\mathbf g\) and \(\mathbf h\), and minimises in the remaining \(n-2\) directions.

```lean
/-- For linearly independent gap and coupling on a finite-dimensional space, the
degeneracy set is `ker g ∩ ker h`, whose dimension is two less than that of the space. -/
theorem coupled_seam [FiniteDimensional ℝ V] (s : V → ℝ) {g h : V →ₗ[ℝ] ℝ}
    (hli : LinearIndependent ℝ ![g, h]) :
    {x | IsDegenerate (twoState s g h x)} = ↑(LinearMap.ker g ⊓ LinearMap.ker h) ∧
    Module.finrank ℝ ↥(LinearMap.ker g ⊓ LinearMap.ker h) + 2 = Module.finrank ℝ V := by
  constructor
  · ext x
    simp [isDegenerate_iff]
  · obtain ⟨a, ga, ha⟩ := exists_tuning hli
    obtain ⟨b, hb, gb⟩ := exists_tuning (LinearIndependent.pair_symm_iff.1 hli)
    -- gap and coupling can be tuned separately, so the joint map is onto the plane
    have hr : LinearMap.range (g.prod h) = ⊤ := LinearMap.range_eq_top.2 fun p =>
      ⟨p.1 • a + p.2 • b, by ext <;> simp [ga, ha, gb, hb]⟩
    have hdim := LinearMap.finrank_range_add_finrank_ker (g.prod h)
    rw [hr, finrank_top, Module.finrank_prod, Module.finrank_self, LinearMap.ker_prod] at hdim
    omega
```

### (f) The seam without coupling

**Task.** Set the coupling to zero and let \(g\neq0\). For finite-dimensional \(V\), show that

\[
\{x:M(x)\text{ degenerate}\}=\ker g,\qquad \dim\ker g+1=\dim V .
\]

**Solution.** In (c) the condition on the coupling now holds everywhere, which leaves \(g(x)=0\). Choose \(a\) with \(g(a)\neq0\). Every real \(y\) is reached, since \(g\big((y/g(a))\,a\big)=y\). So \(g\) has rank one, and rank-nullity gives the result.

The zero coupling is an input here; the theorem does not derive it from ADC. In the projection described in (e), only \(\mathbf g\) would now be removed.

```lean
/-- With the coupling replaced by zero and a nonzero gap functional on a
finite-dimensional space, the degeneracy set is `ker g`, of dimension one less than
that of the space. -/
theorem uncoupled_seam [FiniteDimensional ℝ V] (s : V → ℝ) {g : V →ₗ[ℝ] ℝ} (hg : g ≠ 0) :
    {x | IsDegenerate (twoState s g 0 x)} = ↑(LinearMap.ker g) ∧
    Module.finrank ℝ ↥(LinearMap.ker g) + 1 = Module.finrank ℝ V := by
  constructor
  · ext x
    simp [isDegenerate_iff]
  · obtain ⟨a, ha⟩ := DFunLike.ne_iff.1 hg
    have ha' : g a ≠ 0 := ha
    have hr : LinearMap.range g = ⊤ := LinearMap.range_eq_top.2 fun y =>
      ⟨(y / g a) • a, by rw [map_smul, smul_eq_mul, div_mul_cancel₀ _ ha']⟩
    have hdim := LinearMap.finrank_range_add_finrank_ker g
    rw [hr, finrank_top, Module.finrank_self] at hdim
    omega
```

## Paths that change the sign of the gap

### (g) A forced crossing

**Task.** Without coupling, let \(\gamma\) be a path with \(g(\gamma(0))<0<g(\gamma(1))\), along which \(g\) varies continuously. Show that

\[
M(\gamma(t))\text{ is degenerate for some }t\in[0,1].
\]

**Solution.** By the intermediate value theorem, \(g(\gamma(t))=0\) for some \(t\in[0,1]\). The coupling is zero as well, so (c) applies.

In an ADC(2) calculation, excitation energies are eigenvalues of a secular matrix and are added to the separate MP2 energy. If the lowest one changes continuously from positive to negative along a scan, it has passed through zero, and the ground and excited energies have crossed.

```lean
/-- Without coupling, a path along which the half gap `g` varies continuously from a negative to a
positive value meets a degeneracy. -/
theorem uncoupled_path_crosses (s : V → ℝ) (g : V →ₗ[ℝ] ℝ) (γ : ℝ → V)
    (hc : ContinuousOn (fun t => g (γ t)) (Set.Icc 0 1))
    (h0 : g (γ 0) < 0) (h1 : 0 < g (γ 1)) :
    ∃ t ∈ Set.Icc (0 : ℝ) 1, IsDegenerate (twoState s g 0 (γ t)) := by
  obtain ⟨t, ht, hgt⟩ := intermediate_value_Icc (by norm_num : (0 : ℝ) ≤ 1) hc
    ⟨h0.le, h1.le⟩
  exact ⟨t, ht, (isDegenerate_iff s g 0 (γ t)).2 ⟨hgt, rfl⟩⟩
```

### (h) A loop around the seam

**Task.** For independent \(g,h\), find \(a,b\) such that the loop \(x(t)=\cos t\,a+\sin t\,b\) satisfies, for every real \(t\),

\[
g(x(t))=\cos t,\qquad M(x(t))\text{ not degenerate}.
\]

**Solution.** Use \(a\) and \(b\) from (e). By linearity, \(g(x(t))=\cos t\) and \(h(x(t))=\sin t\). A degeneracy would require both to vanish, which contradicts \(\cos^2t+\sin^2t=1\). By (b), the energies on the loop are \(s\pm1\) in the chosen energy unit. The gap functional changes sign, yet the two levels stay apart.

```lean
/-- For linearly independent gap and coupling there is an elliptic loop on which the half gap `g`
runs through `cos t` and no point is degenerate. -/
theorem coupled_loop_avoids (s : V → ℝ) {g h : V →ₗ[ℝ] ℝ}
    (hli : LinearIndependent ℝ ![g, h]) :
    ∃ a b : V, ∀ t : ℝ, g (Real.cos t • a + Real.sin t • b) = Real.cos t ∧
      ¬ IsDegenerate (twoState s g h (Real.cos t • a + Real.sin t • b)) := by
  obtain ⟨a, ga, ha⟩ := exists_tuning hli
  obtain ⟨b, hb, gb⟩ := exists_tuning (LinearIndependent.pair_symm_iff.1 hli)
  refine ⟨a, b, fun t => ?_⟩
  have hgt : g (Real.cos t • a + Real.sin t • b) = Real.cos t := by simp [ga, gb]
  have hht : h (Real.cos t • a + Real.sin t • b) = Real.sin t := by simp [ha, hb]
  refine ⟨hgt, fun hdeg => ?_⟩
  obtain ⟨hcos, hsin⟩ := (isDegenerate_iff s g h _).1 hdeg
  rw [hgt] at hcos
  rw [hht] at hsin
  have hone := Real.sin_sq_add_cos_sq t
  rw [hcos, hsin] at hone
  norm_num at hone
```

## A three-dimensional example

### (i) Two coordinates as gap and coupling

**Task.** On \(\mathbb R^3\) with coordinates \((x_0,x_1,x_2)\), show that

\[
g(x)=x_0,\qquad h(x)=x_1
\]

are linearly independent.

**Solution.** Suppose \(\alpha g+\beta h=0\). Evaluation at \((1,0,0)\) gives \(\alpha=0\), and evaluation at \((0,1,0)\) gives \(\beta=0\). The proof evaluates at the same two vectors. By (e), the seam is the \(x_2\) axis; without coupling, (f) turns it into the plane \(x_0=0\).

```lean
/-- The first two coordinates of three-dimensional space are linearly independent
functionals. -/
theorem coupled_seam_witness :
    LinearIndependent ℝ ![(LinearMap.proj 0 : (Fin 3 → ℝ) →ₗ[ℝ] ℝ),
      (LinearMap.proj 1 : (Fin 3 → ℝ) →ₗ[ℝ] ℝ)] :=
  LinearIndependent.pair_iff.2 fun a b hab =>
    ⟨by simpa using LinearMap.congr_fun hab ![1, 0, 0],
     by simpa using LinearMap.congr_fun hab ![0, 1, 0]⟩

end ConicalIntersectionDimension
```

```lean
#print axioms ConicalIntersectionDimension.coupled_seam
-- 'ConicalIntersectionDimension.coupled_seam' depends on axioms: [propext, Classical.choice, Quot.sound]
#print axioms ConicalIntersectionDimension.uncoupled_seam
-- 'ConicalIntersectionDimension.uncoupled_seam' depends on axioms: [propext, Classical.choice, Quot.sound]
#print axioms ConicalIntersectionDimension.uncoupled_path_crosses
-- 'ConicalIntersectionDimension.uncoupled_path_crosses' depends on axioms: [propext, Classical.choice, Quot.sound]
#print axioms ConicalIntersectionDimension.coupled_loop_avoids
-- 'ConicalIntersectionDimension.coupled_loop_avoids' depends on axioms: [propext, Classical.choice, Quot.sound]
```
